# In weak field, Landau diamagnetism is minus one third of the spin paramagnetism for a free, non-degenerate electron with g = 2

A free electron in a magnetic field responds in two opposing ways: its spin moment tends to align with the field, while its orbital motion is quantised into Landau levels and raises the free energy. The Lean file below computes both responses for a non-degenerate electron in the limit of weak field, and compares them.

```lean
import Mathlib

open Filter Topology

namespace LandauPauli

noncomputable section

/-- Orbital partition function: Landau levels `B (n + 1/2)`, each with degeneracy `B` (units with
unit charge, mass and reduced Planck constant, up to a field-independent factor). -/
def landauZ (β B : ℝ) : ℝ := B * ∑' n : ℕ, Real.exp (-β * (B * (n + 1 / 2)))

/-- Spin partition function with the two Zeeman energies `± g B / 4`. -/
def spinZ (β g B : ℝ) : ℝ :=
  Real.exp (-β * (g * B / 4)) + Real.exp (-β * (-(g * B / 4)))

/-- Free energy belonging to the partition function value `z`. -/
def freeEnergy (β z : ℝ) : ℝ := -Real.log z / β

/-- `χ` is the zero-field susceptibility of the free energy `F` with zero-field value `F₀`:
`F B = F₀ - χ B² / 2 + o(B²)` as the field `B` decreases to zero. -/
def IsSusceptibility (F : ℝ → ℝ) (F₀ χ : ℝ) : Prop :=
  Tendsto (fun B => -2 * (F B - F₀) / B ^ 2) (𝓝[>] 0) (𝓝 χ)

/-- The Landau-level sum in closed form. -/
theorem landauZ_eq {β B : ℝ} (hβ : 0 < β) (hB : 0 < B) :
    landauZ β B = B / (2 * Real.sinh (β * B / 2)) := by
  have hx : 0 < β * B / 2 := by positivity
  have hr : Real.exp (-(β * B / 2)) ^ 2 < 1 :=
    pow_lt_one₀ (Real.exp_pos _).le (Real.exp_lt_one_iff.2 (by linarith)) two_ne_zero
  have hab : Real.exp (β * B / 2) * Real.exp (-(β * B / 2)) = 1 := by
    rw [← Real.exp_add, add_neg_cancel, Real.exp_zero]
  have hlt : Real.exp (-(β * B / 2)) < Real.exp (β * B / 2) :=
    Real.exp_lt_exp.2 (by linarith)
  have key : ∀ a b : ℝ, a * b = 1 → b ^ 2 < 1 → b < a →
      B * (b * (1 - b ^ 2)⁻¹) = B / (2 * ((a - b) / 2)) := by
    intro a b hab hb hlt
    have h1 : 1 - b ^ 2 ≠ 0 := (sub_pos.2 hb).ne'
    have h2 : a - b ≠ 0 := (sub_pos.2 hlt).ne'
    rw [show 2 * ((a - b) / 2) = a - b by ring, eq_div_iff h2]
    calc B * (b * (1 - b ^ 2)⁻¹) * (a - b)
        = B * ((a * b - b ^ 2) * (1 - b ^ 2)⁻¹) := by ring
      _ = B := by rw [hab, mul_inv_cancel₀ h1, mul_one]
  -- the Boltzmann factors form a geometric series
  have hterm : ∀ n : ℕ, Real.exp (-β * (B * (n + 1 / 2))) =
      Real.exp (-(β * B / 2)) * (Real.exp (-(β * B / 2)) ^ 2) ^ n := by
    intro n
    rw [← pow_mul, ← Real.exp_nat_mul, ← Real.exp_add]
    congr 1
    push_cast
    ring
  unfold landauZ
  rw [tsum_congr hterm, tsum_mul_left, tsum_geometric_of_lt_one (by positivity) hr,
    Real.sinh_eq]
  exact key _ _ hab hr hlt

/-- In any positive field `B` the orbital partition function lies strictly below `1 / β`. -/
theorem landauZ_lt_classical {β B : ℝ} (hβ : 0 < β) (hB : 0 < B) :
    landauZ β B < 1 / β := by
  have hx : 0 < β * B / 2 := by positivity
  have hs : β * B / 2 < Real.sinh (β * B / 2) := Real.self_lt_sinh_iff.2 hx
  rw [landauZ_eq hβ hB, div_lt_div_iff₀ (by linarith) hβ]
  linarith

/-- A continuous function tends to its value at zero along non-zero arguments. -/
private theorem punctured {f : ℝ → ℝ} {c : ℝ} (hf : Continuous f) (h : f 0 = c) :
    Tendsto f (𝓝[≠] 0) (𝓝 c) := by
  subst h
  exact (hf.tendsto 0).mono_left nhdsWithin_le_nhds

/-- If `f x = 1 + c x² + o(x²)`, then `log (f x) = c x² + o(x²)`. -/
theorem log_quadratic {f : ℝ → ℝ} {c : ℝ}
    (h : Tendsto (fun x => (f x - 1) / x ^ 2) (𝓝[≠] 0) (𝓝 c)) :
    Tendsto (fun x => Real.log (f x) / x ^ 2) (𝓝[≠] 0) (𝓝 c) := by
  have hsq : Tendsto (fun x : ℝ => x ^ 2) (𝓝[≠] 0) (𝓝 0) :=
    punctured (continuous_pow 2) (by simp)
  have hf : Tendsto f (𝓝[≠] 0) (𝓝 1) := by
    have h1 := (h.mul hsq).add_const 1
    rw [mul_zero, zero_add] at h1
    refine h1.congr' ?_
    filter_upwards [self_mem_nhdsWithin] with x hx
    have hx0 : x ≠ 0 := hx
    rw [div_mul_cancel₀ _ (pow_ne_zero 2 hx0)]
    ring
  -- the difference quotient of log at 1 tends to 1
  have hd : Tendsto (dslope Real.log 1) (𝓝 1) (𝓝 1) := by
    have h2 := (continuousAt_dslope_same.2
      (Real.differentiableAt_log (one_ne_zero : (1 : ℝ) ≠ 0))).tendsto
    rw [dslope_same, Real.deriv_log, inv_one] at h2
    exact h2
  have h3 := (hd.comp hf).mul h
  rw [one_mul] at h3
  refine h3.congr fun x => ?_
  have h4 := sub_smul_dslope Real.log 1 (f x)
  rw [smul_eq_mul, Real.log_one, sub_zero] at h4
  show dslope Real.log 1 (f x) * ((f x - 1) / x ^ 2) = Real.log (f x) / x ^ 2
  rw [← h4]
  ring

private theorem cosh_quadratic :
    Tendsto (fun x => (Real.cosh x - 1) / x ^ 2) (𝓝[≠] 0) (𝓝 (1 / 2)) := by
  have h1 : Tendsto (fun x => Real.sinh x / (2 * x)) (𝓝[≠] 0) (𝓝 (1 / 2)) := by
    refine HasDerivAt.lhopital_zero_nhdsNE (f' := Real.cosh) (g' := fun _ => 2)
      (.of_forall fun x => Real.hasDerivAt_sinh x)
      (.of_forall fun x => by simpa using (hasDerivAt_id x).const_mul (2 : ℝ))
      (.of_forall fun _ => two_ne_zero)
      (punctured Real.continuous_sinh Real.sinh_zero)
      (punctured (by fun_prop) (by simp))
      (punctured (Real.continuous_cosh.div_const 2) (by simp))
  refine HasDerivAt.lhopital_zero_nhdsNE (f' := Real.sinh) (g' := fun x => 2 * x)
    (.of_forall fun x => (Real.hasDerivAt_cosh x).sub_const 1)
    (.of_forall fun x => by simpa using hasDerivAt_pow 2 x) ?_
    (punctured (Real.continuous_cosh.sub continuous_const) (by simp))
    (punctured (by fun_prop) (by simp)) h1
  filter_upwards [self_mem_nhdsWithin] with x hx
  exact mul_ne_zero two_ne_zero hx

/-- Spin part: `log (cosh x) / x²` tends to `1/2` as `x` tends to zero. -/
theorem log_cosh_limit :
    Tendsto (fun x => Real.log (Real.cosh x) / x ^ 2) (𝓝[≠] 0) (𝓝 (1 / 2)) :=
  log_quadratic cosh_quadratic

/-- Orbital part: `log (x / sinh x) / x²` tends to `-1/6` as `x` tends to zero. -/
theorem log_div_sinh_limit :
    Tendsto (fun x => Real.log (x / Real.sinh x) / x ^ 2) (𝓝[≠] 0) (𝓝 (-1 / 6)) := by
  have h1 : Tendsto (fun x => (Real.sinh x - x) / x ^ 3) (𝓝[≠] 0) (𝓝 (1 / 6)) := by
    refine HasDerivAt.lhopital_zero_nhdsNE (f' := fun x => Real.cosh x - 1)
      (g' := fun x => 3 * x ^ 2)
      (.of_forall fun x => (Real.hasDerivAt_sinh x).fun_sub (hasDerivAt_id' x))
      (.of_forall fun x => by simpa using hasDerivAt_pow 3 x) ?_
      (punctured (Real.continuous_sinh.sub continuous_id) (by simp))
      (punctured (by fun_prop) (by simp)) ?_
    · filter_upwards [self_mem_nhdsWithin] with x hx
      exact mul_ne_zero three_ne_zero (pow_ne_zero 2 hx)
    · have h := cosh_quadratic.div_const 3
      rw [show (1 / 2 / 3 : ℝ) = 1 / 6 by norm_num] at h
      exact h.congr fun x => by ring
  have h2 : Tendsto (fun x => (Real.sinh x / x - 1) / x ^ 2) (𝓝[≠] 0) (𝓝 (1 / 6)) := by
    refine h1.congr' ?_
    filter_upwards [self_mem_nhdsWithin] with x hx
    have hx0 : x ≠ 0 := hx
    rw [div_sub_one hx0, div_div]
    congr 1
    ring
  have h3 := (log_quadratic h2).neg
  rw [show (-(1 / 6) : ℝ) = -1 / 6 by norm_num] at h3
  refine h3.congr fun x => ?_
  have h4 : Real.log (x / Real.sinh x) = -Real.log (Real.sinh x / x) := by
    rw [← Real.log_inv, inv_div]
  rw [h4]
  ring

private theorem scale {k : ℝ} (hk : k ≠ 0) :
    Tendsto (fun B => k * B) (𝓝[>] 0) (𝓝[≠] 0) := by
  have h : Tendsto (fun B : ℝ => k * B) (𝓝 0) (𝓝 (k * 0)) :=
    (continuous_const.mul continuous_id).tendsto 0
  rw [mul_zero] at h
  refine tendsto_nhdsWithin_iff.2 ⟨h.mono_left nhdsWithin_le_nhds, ?_⟩
  filter_upwards [self_mem_nhdsWithin] with B hB
  exact mul_ne_zero hk (Set.mem_Ioi.1 hB).ne'

/-- Landau diamagnetism: the orbital susceptibility of a non-degenerate electron is `-β/12`. -/
theorem landau_susceptibility {β : ℝ} (hβ : 0 < β) :
    IsSusceptibility (fun B => freeEnergy β (landauZ β B)) (freeEnergy β (1 / β))
      (-β / 12) := by
  have h := (log_div_sinh_limit.comp (scale (half_pos hβ).ne')).const_mul (β / 2)
  rw [show β / 2 * (-1 / 6) = -β / 12 by ring] at h
  refine h.congr' ?_
  filter_upwards [self_mem_nhdsWithin] with B hB0
  have hB : 0 < B := hB0
  have hs : 0 < Real.sinh (β * B / 2) := Real.sinh_pos_iff.2 (by positivity)
  have hlog : Real.log (β / 2 * B / Real.sinh (β / 2 * B)) =
      Real.log (landauZ β B) - Real.log (1 / β) := by
    rw [show β / 2 * B = β * B / 2 by ring, landauZ_eq hβ hB,
      ← Real.log_div (div_pos hB (mul_pos two_pos hs)).ne' (one_div_pos.2 hβ).ne']
    congr 1
    field_simp
  show β / 2 * (Real.log (β / 2 * B / Real.sinh (β / 2 * B)) / (β / 2 * B) ^ 2) = _
  rw [hlog]
  unfold freeEnergy
  generalize Real.log (landauZ β B) = u
  generalize Real.log (1 / β) = v
  field_simp
  ring

/-- Spin paramagnetism: the spin susceptibility of a non-degenerate electron is `β g²/16`. -/
theorem pauli_susceptibility {β : ℝ} (hβ : 0 < β) (g : ℝ) :
    IsSusceptibility (fun B => freeEnergy β (spinZ β g B)) (freeEnergy β 2)
      (β * g ^ 2 / 16) := by
  have hZ : ∀ B, spinZ β g B = 2 * Real.cosh (β * g / 4 * B) := by
    intro B
    unfold spinZ
    rw [Real.cosh_eq, show -β * (g * B / 4) = -(β * g / 4 * B) by ring,
      show -β * (-(g * B / 4)) = β * g / 4 * B by ring]
    ring
  unfold IsSusceptibility
  by_cases hg : g = 0
  · subst hg
    simp [hZ]
  have hk : β * g / 4 ≠ 0 := div_ne_zero (mul_ne_zero hβ.ne' hg) four_ne_zero
  have h := (log_cosh_limit.comp (scale hk)).const_mul (β * g ^ 2 / 8)
  rw [show β * g ^ 2 / 8 * (1 / 2) = β * g ^ 2 / 16 by ring] at h
  refine h.congr' ?_
  filter_upwards [self_mem_nhdsWithin] with B hB0
  have hB : B ≠ 0 := (Set.mem_Ioi.1 hB0).ne'
  show β * g ^ 2 / 8 * (Real.log (Real.cosh (β * g / 4 * B)) / (β * g / 4 * B) ^ 2) = _
  rw [hZ]
  unfold freeEnergy
  rw [Real.log_mul two_ne_zero (Real.cosh_pos _).ne']
  generalize Real.log (Real.cosh (β * g / 4 * B)) = u
  generalize Real.log 2 = v
  field_simp
  ring

/-- With orbital motion and spin together, the susceptibility is `β (g²/16 - 1/12)`. -/
theorem total_susceptibility {β : ℝ} (hβ : 0 < β) (g : ℝ) :
    IsSusceptibility (fun B => freeEnergy β (landauZ β B * spinZ β g B))
      (freeEnergy β (1 / β * 2)) (β * (g ^ 2 / 16 - 1 / 12)) := by
  have h := Tendsto.add (landau_susceptibility hβ) (pauli_susceptibility hβ g)
  rw [show -β / 12 + β * g ^ 2 / 16 = β * (g ^ 2 / 16 - 1 / 12) by ring] at h
  refine h.congr' ?_
  filter_upwards [self_mem_nhdsWithin] with B hB0
  have hB : 0 < B := hB0
  have hs : 0 < Real.sinh (β * B / 2) := Real.sinh_pos_iff.2 (by positivity)
  have hL : landauZ β B ≠ 0 := by
    rw [landauZ_eq hβ hB]
    exact (div_pos hB (mul_pos two_pos hs)).ne'
  have hS : spinZ β g B ≠ 0 := (add_pos (Real.exp_pos _) (Real.exp_pos _)).ne'
  -- independent degrees of freedom have additive free energies
  unfold freeEnergy
  rw [Real.log_mul hL hS, Real.log_mul (one_div_pos.2 hβ).ne' two_ne_zero]
  ring

/-- For `g = 2` the orbital susceptibility is minus one third of the spin susceptibility. -/
theorem landau_eq_neg_third_pauli {β χL χP : ℝ} (hβ : 0 < β)
    (hL : IsSusceptibility (fun B => freeEnergy β (landauZ β B)) (freeEnergy β (1 / β)) χL)
    (hP : IsSusceptibility (fun B => freeEnergy β (spinZ β 2 B)) (freeEnergy β 2) χP) :
    χL = -χP / 3 := by
  have h1 := tendsto_nhds_unique hL (landau_susceptibility hβ)
  have h2 := tendsto_nhds_unique hP (pauli_susceptibility hβ 2)
  rw [h1, h2]
  ring

end

end LandauPauli
```

```lean
#print axioms LandauPauli.landauZ_lt_classical
-- 'LandauPauli.landauZ_lt_classical' depends on axioms: [propext, Classical.choice, Quot.sound]
#print axioms LandauPauli.total_susceptibility
-- 'LandauPauli.total_susceptibility' depends on axioms: [propext, Classical.choice, Quot.sound]
#print axioms LandauPauli.landau_eq_neg_third_pauli
-- 'LandauPauli.landau_eq_neg_third_pauli' depends on axioms: [propext, Classical.choice, Quot.sound]
```

## Levels, partition functions and units

The units are ħ = e = m = k_B = 1, so β is the inverse temperature and the Bohr magneton μ_B = eħ/(2m) is 1/2. The cyclotron frequency eB/m equals the field B, and the Landau levels are B(n + 1/2) with n = 0, 1, 2, … . Each level holds a number of states proportional to B. The definition `landauZ` therefore multiplies the Boltzmann sum by B:

Z_L(B) = B Σₙ exp(−βB(n + 1/2)).

The constant of proportionality, the area of the sample and the free motion along the field contribute only factors that don't depend on B. They shift the free energy by a constant and leave the susceptibility alone, so they are omitted.

The spin has the two Zeeman energies ±gB/4, where g is the g-factor, and `spinZ` is the sum of the two Boltzmann factors:

Z_S(B) = exp(−βgB/4) + exp(βgB/4) = 2 cosh(βgB/4).

The free energy is F = −log Z/β, which is `freeEnergy`. The predicate `IsSusceptibility F F₀ χ` says that

−2(F(B) − F₀)/B² → χ as B decreases to 0.

This is the expansion F(B) = F₀ − χB²/2 + o(B²), with positive χ for a paramagnet and negative χ for a diamagnet. The reference value F₀ is supplied explicitly because `landauZ` is zero at B = 0, where the factor B vanishes. The physical zero-field value of Z_L is its limit 1/β as B decreases to 0, which is also the classical partition function in this normalisation, and the orbital F₀ is the free energy belonging to this value.

## What the theorems say

For β > 0 and B > 0, `landauZ_eq` gives Z_L = B/(2 sinh(βB/2)), and `landauZ_lt_classical` gives Z_L < 1/β. The strict inequality holds at every positive field, not only at weak field. A smaller partition function means a larger free energy, which is the diamagnetic direction.

The two limits behind the susceptibilities are `log_div_sinh_limit` and `log_cosh_limit`:

log(x/sinh x)/x² → −1/6,

log(cosh x)/x² → 1/2,

as x tends to 0 through non-zero values of either sign. From them follow, for β > 0 and any real g:

- `landau_susceptibility`: χ_L = −β/12
- `pauli_susceptibility`: χ_P = βg²/16
- `total_susceptibility`: χ = β(g²/16 − 1/12)

The last theorem, `landau_eq_neg_third_pauli`, takes any numbers χL and χP that satisfy the definition of the orbital susceptibility and of the spin susceptibility at g = 2, and concludes χL = −χP/3.

These are susceptibilities per electron under Boltzmann statistics. With μ_B = 1/2 they read χ_L = −βμ_B²/3 and χ_P = β(gμ_B)²/4. Both are proportional to 1/T, so the spin part is a Curie law. In the theorem names, `pauli` is only a label for the spin part. Pauli paramagnetism in the usual sense is the nearly temperature-independent response of a degenerate electron gas in a metal, and that case, which needs Fermi–Dirac statistics, is not treated here. The model also has no interactions, no lattice potential, no sample edges and no spin–orbit coupling, and the same mass enters the cyclotron frequency and the Bohr magneton.

For such a dilute, non-interacting gas at g = 2, the total is β/6 against a spin part of β/4. A calculation that kept only the spin would overestimate the weak-field response by a factor of 3/2.

## Summing the Landau levels

Put x = βB/2 and b = exp(−x). The Boltzmann factor of level n is exp(−x(2n + 1)) = b(b²)ⁿ, and b² < 1 because x > 0. The geometric series gives

Σₙ b(b²)ⁿ = b/(1 − b²) = 1/(1/b − b) = 1/(2 sinh x).

Multiplying by B yields the closed form. In `landauZ_eq`, `hterm` rewrites each Boltzmann factor in this geometric form, `tsum_geometric_of_lt_one` sums the series, and `key` does the remaining algebra with a = exp(x), so that ab = 1.

Since B = 2x/β, the closed form can also be written

Z_L = (1/β) · x/sinh x.

For x > 0 we have sinh x > x, and the bound Z_L < 1/β follows. The Lean proof takes this inequality from `Real.self_lt_sinh_iff` and clears the denominators.

## The two quadratic coefficients

L'Hôpital's rule, applied twice, gives the coefficient for cosh:

lim (cosh x − 1)/x² = lim sinh x/(2x) = lim cosh x/2 = 1/2.

This is `cosh_quadratic`; its inner step `h1` is the second application. One further application reduces the hyperbolic sine to the same limit:

lim (sinh x − x)/x³ = lim (cosh x − 1)/(3x²) = 1/6.

Dividing numerator and denominator by x turns this into (sinh x/x − 1)/x² → 1/6. The small lemma `punctured` supplies the limits of continuous functions that l'Hôpital's rule asks for.

The passage to logarithms is the same in both cases and is isolated in `log_quadratic`. Suppose (f(x) − 1)/x² → c. Multiplying by x² shows that f(x) → 1. Wherever f(x) ≠ 1,

log f(x)/x² = [log f(x)/(f(x) − 1)] · [(f(x) − 1)/x²].

The first bracket tends to the derivative of log at 1, which is 1, so the product tends to c. Lean expresses the first bracket by `dslope`, a difference quotient that takes the value of the derivative where the two points coincide. Points with f(x) = 1 then need no separate treatment.

With f = cosh this gives the limit 1/2. With f(x) = sinh x/x it gives 1/6, and the identity log(x/sinh x) = −log(sinh x/x) changes the sign to −1/6.

## From x back to the field

For the orbital part, F_L(B) − F₀ = −(1/β) log(x/sinh x) with F₀ = −log(1/β)/β. Using B² = 4x²/β²,

−2(F_L(B) − F₀)/B² = (β/2) · log(x/sinh x)/x² → (β/2)(−1/6) = −β/12.

For the spin part put y = βgB/4. The zero-field value is F₀ = −log 2/β, and for g ≠ 0

−2(F_S(B) − F₀)/B² = (βg²/8) · log(cosh y)/y² → (βg²/8)(1/2) = βg²/16.

If g = 0, the free energy doesn't depend on B and both sides are zero. The Lean proof splits off this case because y is then zero for every B and the limit in y can't be used.

In both proofs the lemma `scale` shows that kB tends to 0 through non-zero values as B decreases to 0, provided k ≠ 0. This allows the limits in x and y to be composed with the change of variable. The `generalize` steps then replace the logarithms by plain variables, and `field_simp` and `ring` confirm the prefactors β/2 and βg²/8.

Orbital motion and spin are independent here, so their partition functions multiply and their free energies add:

F(B) = −log(Z_L Z_S)/β = F_L(B) + F_S(B).

The zero-field values add in the same way, and the limit of the sum is the sum of the limits. In `total_susceptibility` this is `Tendsto.add`, followed by `Real.log_mul`, which needs both partition functions to be non-zero.

For the ratio, a function has at most one limit, so the assumed χL and χP must equal −β/12 and β · 2²/16 = β/4. Lean obtains both equalities from `tendsto_nhds_unique`, and −β/12 = −(β/4)/3 completes the proof.
